# Differentiating a weighted radial average of a polynomial field raises the weight's power by one

Take a real polynomial field `p` in `d` coordinates and average it along the straight line from the origin to the point x, as ∫₀¹ tᵏ p(tx) dt. The file defines this average algebraically, without the integral, as the linear map that divides each monomial of total degree n by n + k + 1. `pderiv_radialAverage` states that the partial derivative of the average in any coordinate equals the average of the partial derivative, with k replaced by k + 1. The proof treats monomials first and then sums. For a monomial that contains the chosen variable, it uses the fact that differentiation lowers the total degree by one, so that both sides have the same denominator.

In Lean, a first try:

```lean
import Mathlib

open MvPolynomial

namespace PderivRadialAverage

noncomputable section

variable {d : ℕ}

/-- The radial average with weight `t ^ k`: the linear map that divides each monomial of
total degree `n` by `n + k + 1`. -/
def radialAverage (k : ℕ) : MvPolynomial (Fin d) ℝ →ₗ[ℝ] MvPolynomial (Fin d) ℝ :=
  (basisMonomials (Fin d) ℝ).constr ℝ
    fun s => monomial s (1 / (((∑ i, s i : ℕ) : ℝ) + k + 1))

/-- The radial average of a single monomial of total degree `n` is that monomial divided
by `n + k + 1`. -/
theorem radialAverage_monomial (k : ℕ) (s : Fin d →₀ ℕ) (a : ℝ) :
    radialAverage k (monomial s a) =
      monomial s (a / (((∑ i, s i : ℕ) : ℝ) + k + 1)) := by
  have h : radialAverage k (monomial s (1 : ℝ)) =
      monomial s (1 / (((∑ i, s i : ℕ) : ℝ) + k + 1)) := by
    have h0 := (basisMonomials (Fin d) ℝ).constr_basis ℝ
      (fun s : Fin d →₀ ℕ => (monomial s (1 / (((∑ i, s i : ℕ) : ℝ) + k + 1)) :
        MvPolynomial (Fin d) ℝ)) s
    rw [coe_basisMonomials] at h0
    exact h0
  have h2 : (monomial s a : MvPolynomial (Fin d) ℝ) = a • monomial s (1 : ℝ) := by
    rw [smul_monomial, smul_eq_mul, mul_one]
  rw [h2, map_smul, h, smul_monomial, smul_eq_mul, mul_one_div]

/-- The derivative of a radial average is the radial average of the derivative, with the power of
`t` in the weight raised by one. -/
theorem pderiv_radialAverage (k : ℕ) (μ : Fin d) (p : MvPolynomial (Fin d) ℝ) :
    pderiv μ (radialAverage k p) = radialAverage (k + 1) (pderiv μ p) := by
  induction p using MvPolynomial.induction_on' with
  | monomial s a =>
    rw [radialAverage_monomial, pderiv_monomial, pderiv_monomial, radialAverage_monomial]
    by_cases h : s μ = 0
    · simp [h]
    · -- the derivative lowers the total degree by one
      have hs : s - Finsupp.single μ 1 + Finsupp.single μ 1 = s :=
        tsub_add_cancel_of_le (Finsupp.single_le_iff.mpr (Nat.one_le_iff_ne_zero.mpr h))
      have h1 : ∑ j, (Finsupp.single μ 1 : Fin d →₀ ℕ) j = 1 := by
        simp [Finsupp.single_apply]
      have h2 : ∑ j, s j = ∑ j, (s - Finsupp.single μ 1) j + 1 := by
        calc ∑ j, s j = ∑ j, (s - Finsupp.single μ 1 + Finsupp.single μ 1) j := by rw [hs]
          _ = _ := by simp only [Finsupp.add_apply, Finset.sum_add_distrib, h1]
      congr 1
      rw [h2]
      push_cast
      ring
  | add p q hp hq => simp only [map_add, hp, hq]

end

end PderivRadialAverage
```

The error:

```
Main.lean:47:32: error: Function expected at
  s - fun₀ | μ => 1
but this term has type
  ?m.169

Note: Expected a function because this term is being applied to the argument
  j
```

What went wrong. The message concerns the statement of `h2`, where `(s - Finsupp.single μ 1) j` is meant to be the exponent of variable `j` after `μ`'s exponent is lowered by one. To apply the difference to `j`, Lean must know that it is a finitely supported function, which can be used as a function. At that point its type was still undetermined, the `?m.169` of the message, so Lean had no way to read it as a function. That `s` has a known type was not enough: `Finsupp.single μ 1` does not by itself say what kind of number `1` is, and the type of the whole difference had not yet been settled.

The ascription `: Fin d →₀ ℕ` inside the parentheses supplies the type before the application to `j`. The diff adds the same ascription to the sum in the `calc` step, which is applied to `j` in the same way, though the message does not mention that line. The new line break in the `calc` is mere tidying.

As a diff, the version that Lean accepts:

```diff
@@ -45,6 +45,7 @@
       have h1 : ∑ j, (Finsupp.single μ 1 : Fin d →₀ ℕ) j = 1 := by
         simp [Finsupp.single_apply]
-      have h2 : ∑ j, s j = ∑ j, (s - Finsupp.single μ 1) j + 1 := by
-        calc ∑ j, s j = ∑ j, (s - Finsupp.single μ 1 + Finsupp.single μ 1) j := by rw [hs]
+      have h2 : ∑ j, s j = ∑ j, (s - Finsupp.single μ 1 : Fin d →₀ ℕ) j + 1 := by
+        calc ∑ j, s j
+            = ∑ j, (s - Finsupp.single μ 1 + Finsupp.single μ 1 : Fin d →₀ ℕ) j := by rw [hs]
           _ = _ := by simp only [Finsupp.add_apply, Finset.sum_add_distrib, h1]
       congr 1
```
